# A bounded time-independent Hamiltonian lets a bounded observable drift at most linearly in time, at rate ‖[H, B]‖

**Q:** In a finite spin-chain simulation I replace the evolved observable $B(t)$ by $B$ as long as $|t|\,\|[H,B]\|$ stays below my error tolerance. Here $H$ is the Hamiltonian and $[H,B]=HB-BH$. Does the formal statement really license that step, or does it concern some abstract algebra?

**A:** It licenses it, for exact evolution under a time-independent $H$, in units with $\hbar=1$ and with the error measured in the operator norm. The setting is a unital complex C*-algebra `A`, and the matrices acting on your chain, with the operator norm, are one example.

```lean
import Mathlib

open Complex

namespace ApproximateSymmetry

noncomputable section

variable {A : Type*} [CStarAlgebra A]
```

With $\hbar=1$ and $H$ independent of time, the propagator is $U(t)=e^{-itH}$. Lean writes the exponent as the real number `t` times `(-I) • H`.

```lean
/-- The time-evolution operator `exp(-itH)` generated by the Hamiltonian `H`. -/
def propagator (H : A) (t : ℝ) : A := NormedSpace.exp (t • ((-I) • H))
```

The evolved observable is $B(t)=U(t)^*BU(t)$, where `star` is the adjoint.

```lean
/-- The observable `B` in the Heisenberg picture at time `t`: `U(t)* B U(t)`. -/
def heisenberg (H B : A) (t : ℝ) : A :=
  star (propagator H t) * B * propagator H t
```

**Q:** What is assumed about $H$ and $B$?

**A:** $H$ is self-adjoint, which is the hypothesis `IsSelfAdjoint H`; physically, energies are real and probability is conserved. $B$ need not be self-adjoint, so a spin ladder operator is allowed. Both are elements of the algebra and hence bounded. The kinetic energy of a particle in continuous space is not covered, though its matrix in a finite orthonormal basis is.

**Q:** Then derive the bound. I would expect a factor like $e^{|t|\|H\|}$ from estimating the exponential.

**A:** Unitarity removes it. Since $H^*=H$, we have $U(t)^*=e^{itH}$, and the exponents commute, so $U^*U=UU^*=1$. The Lean proof rewrites the exponent as $i(-tH)$ and uses Mathlib's result that $e^{iX}$ is unitary for self-adjoint $X$.

```lean
/-- A self-adjoint Hamiltonian generates a unitary time evolution. -/
theorem propagator_mem_unitary {H : A} (hH : IsSelfAdjoint H) (t : ℝ) :
    propagator H t ∈ unitary A := by
  have hs : IsSelfAdjoint (-(t • H)) := ((IsSelfAdjoint.all t).smul hH).neg
  have e : ∀ x : A, t • x = (t : ℂ) • x := fun x => (Complex.coe_smul t x).symm
  have h : t • ((-I) • H) = I • (-(t • H)) := by
    rw [e, e]
    module
  rw [propagator, h]
  exact (selfAdjoint.expUnitary ⟨_, hs⟩).2
```

Differentiating the exponential gives $U'=-iHU$.

```lean
/-- The Schrödinger equation for the propagator: `dU/dt = -i H U`. -/
theorem hasDerivAt_propagator (H : A) (t : ℝ) :
    HasDerivAt (propagator H) ((-I) • (H * propagator H t)) t := by
  have h := hasDerivAt_exp_smul_const' ((-I) • H) t
  rw [smul_mul_assoc] at h
  exact h
```

Taking adjoints gives $(U^*)'=iU^*H$. The product rule then yields

$$B'(t)=iU^*HBU-iU^*BHU=iU^*[H,B]U.$$

In Lean, `hU.star.mul_const B` followed by `.mul hU` is this product rule; `hs` is the adjoint equation, and the remaining lines collect terms.

```lean
/-- The Heisenberg equation of motion: `dB(t)/dt = i U(t)* [H, B] U(t)`. -/
theorem hasDerivAt_heisenberg {H : A} (hH : IsSelfAdjoint H) (B : A) (t : ℝ) :
    HasDerivAt (heisenberg H B)
      (I • (star (propagator H t) * (H * B - B * H) * propagator H t)) t := by
  have hU := hasDerivAt_propagator H t
  have h : HasDerivAt (heisenberg H B) _ t := (hU.star.mul_const B).mul hU
  refine h.congr_deriv ?_
  -- the adjoint of the Schrödinger equation
  have hs : star ((-I) • (H * propagator H t)) = I • (star (propagator H t) * H) := by
    rw [star_smul, star_mul, hH.star_eq]
    simp
  rw [hs]
  simp only [smul_mul_assoc, mul_smul_comm, neg_smul, mul_sub, sub_mul, smul_sub,
    mul_assoc, mul_neg]
  abel
```

Multiplication by a unitary on either side preserves the norm: $\|UX\|^2=\|X^*U^*UX\|=\|X\|^2$, and the right-hand case follows by taking adjoints. Hence $\|B'(t)\|=\|[H,B]\|$ at every time.

```lean
/-- For self-adjoint `H`, the element `i U(t)* [H, B] U(t)` has norm `‖[H, B]‖` at every time `t`.
-/
theorem heisenberg_speed {H : A} (hH : IsSelfAdjoint H) (B : A) (t : ℝ) :
    ‖I • (star (propagator H t) * (H * B - B * H) * propagator H t)‖
      = ‖H * B - B * H‖ := by
  have hU := propagator_mem_unitary hH t
  -- multiplication by a unitary on either side preserves the norm
  rw [norm_smul, Complex.norm_I, one_mul, CStarRing.norm_mul_mem_unitary _ hU,
    ← norm_star, star_mul, star_star, CStarRing.norm_mul_mem_unitary _ hU, norm_star]
```

For any times $s$ and $t$, integrating the velocity gives

$$\|B(t)-B(s)\|=\Big\|\int_s^t B'(x)\,dx\Big\|\le|t-s|\,\|[H,B]\|.$$

Lean replaces the integral by the mean value inequality on the real line, fed with the derivative and the speed.

```lean
/-- Between any two times `s` and `t` the evolved observable changes by at most
`|t - s| ‖[H, B]‖`. -/
theorem heisenberg_drift {H : A} (hH : IsSelfAdjoint H) (B : A) (s t : ℝ) :
    ‖heisenberg H B t - heisenberg H B s‖ ≤ |t - s| * ‖H * B - B * H‖ := by
  have h := Convex.norm_image_sub_le_of_norm_hasDerivWithin_le (s := Set.univ)
    (fun x _ => (hasDerivAt_heisenberg hH B x).hasDerivWithinAt)
    (fun x _ => (heisenberg_speed hH B x).le) convex_univ
    (Set.mem_univ s) (Set.mem_univ t)
  rwa [Real.norm_eq_abs, mul_comm] at h
```

Your replacement is the case $s=0$, because $U(0)=1$ and so $B(0)=B$.

```lean
/-- At time zero the Heisenberg-picture observable is `B` itself. -/
theorem heisenberg_zero (H B : A) : heisenberg H B 0 = B := by
  simp [heisenberg, propagator, NormedSpace.exp_zero]
```

**Q:** That bounds the drift. What about the commutator of the propagator itself with $B$?

**A:** Multiply the drift by $U$ from the left:

$$U\,(B(t)-B)=UU^*BU-UB=BU-UB.$$

The left side has norm $\|B(t)-B\|$, so $\|[U(t),B]\|\le|t|\,\|[H,B]\|$. The identity is `e` in the proof; `norm_sub_rev` takes care of the sign.

```lean
/-- For self-adjoint `H`, the commutator of `exp(-itH)` with any `B` has norm at most `|t| ‖[H,
B]‖`. -/
theorem norm_commutator_propagator_le {H : A} (hH : IsSelfAdjoint H) (B : A) (t : ℝ) :
    ‖propagator H t * B - B * propagator H t‖ ≤ |t| * ‖H * B - B * H‖ := by
  have hU := propagator_mem_unitary hH t
  obtain ⟨_, h2⟩ := propagator_mem_unitary hH t
  -- the commutator is, up to sign, the drift of `B` multiplied by the propagator
  have e : propagator H t * (heisenberg H B t - B)
      = B * propagator H t - propagator H t * B := by
    rw [heisenberg, mul_sub, ← mul_assoc, ← mul_assoc, h2, one_mul]
  have h := heisenberg_drift hH B 0 t
  rw [heisenberg_zero, sub_zero] at h
  rw [norm_sub_rev, ← e, CStarRing.norm_mem_unitary_mul _ hU]
  exact h
```

**Q:** Could a smaller rate work for my particular $H$ and $B$?

**A:** Not one valid at all times. Suppose $\|B(t)-B\|\le c|t|$ for every real $t$. Dividing by $|t|$ and letting $t\to0$ gives $\|B'(0)\|\le c$, that is, $\|[H,B]\|\le c$. The converse is the drift bound. Lean takes the limit with `le_of_lip'`, after reading off $c\ge0$ from $t=1$. The optimality comes from short times; at long times the drift may be far below the line.

```lean
/-- The drift `‖B(t) - B‖` is at most `c |t|` at all times `t` exactly when `‖[H, B]‖ ≤ c`. -/
theorem drift_le_iff {H : A} (hH : IsSelfAdjoint H) (B : A) (c : ℝ) :
    (∀ t : ℝ, ‖heisenberg H B t - B‖ ≤ c * |t|) ↔ ‖H * B - B * H‖ ≤ c := by
  constructor
  · intro h
    have hc : 0 ≤ c := by
      have h1 := (norm_nonneg _).trans (h 1)
      simpa using h1
    -- a Lipschitz bound at time zero bounds the initial velocity
    rw [← heisenberg_speed hH B 0]
    refine (hasDerivAt_heisenberg hH B 0).le_of_lip' hc (Filter.Eventually.of_forall ?_)
    intro x
    rw [heisenberg_zero, sub_zero, Real.norm_eq_abs]
    exact h x
  · intro h t
    have hd := heisenberg_drift hH B 0 t
    rw [heisenberg_zero, sub_zero, mul_comm] at hd
    exact hd.trans (mul_le_mul_of_nonneg_right h (abs_nonneg t))
```

Setting $c=0$ recovers the exact conservation law: $B(t)=B$ for all $t$ if and only if $HB=BH$.

```lean
/-- An observable is constant in time exactly when it commutes with the Hamiltonian. -/
theorem conserved_iff {H : A} (hH : IsSelfAdjoint H) (B : A) :
    (∀ t : ℝ, heisenberg H B t = B) ↔ H * B = B * H := by
  simpa only [zero_mul, norm_le_zero_iff, sub_eq_zero] using drift_le_iff hH B 0
```

**Q:** Usually I know the commutator with a simple $H_0$, and a perturbation $V$ breaks the symmetry.

**A:** If $H_0$ and $V$ are both self-adjoint, apply the drift bound to $H_0+V$ and split the commutator:

$$\|[H_0+V,B]\|\le\|[H_0,B]\|+\|VB\|+\|BV\|\le\|[H_0,B]\|+2\|V\|\,\|B\|.$$

The last theorem does this, with `noncomm_ring` for the splitting and `linarith` to combine the norm inequalities. $V$ need not be small, and $B$ need not commute with $H_0$. If it does, the drift is at most $2|t|\,\|V\|\,\|B\|$.

```lean
/-- Under a perturbed Hamiltonian `H₀ + V` the observable `B` drifts by at most
`|t| (‖[H₀, B]‖ + 2 ‖V‖ ‖B‖)`. -/
theorem perturbed_drift {H₀ V : A} (hH : IsSelfAdjoint H₀) (hV : IsSelfAdjoint V)
    (B : A) (t : ℝ) :
    ‖heisenberg (H₀ + V) B t - B‖ ≤ |t| * (‖H₀ * B - B * H₀‖ + 2 * ‖V‖ * ‖B‖) := by
  have h := heisenberg_drift (hH.add hV) B 0 t
  rw [heisenberg_zero, sub_zero] at h
  refine h.trans (mul_le_mul_of_nonneg_left ?_ (abs_nonneg t))
  -- split off the part of the commutator due to the perturbation
  have e : (H₀ + V) * B - B * (H₀ + V) = (H₀ * B - B * H₀) + (V * B - B * V) := by
    noncomm_ring
  rw [e]
  have h1 := norm_add_le (H₀ * B - B * H₀) (V * B - B * V)
  have h2 := norm_sub_le (V * B) (B * V)
  have h3 := norm_mul_le V B
  have h4 := norm_mul_le B V
  linarith [mul_comm ‖B‖ ‖V‖]

end

end ApproximateSymmetry
```

```lean
#print axioms ApproximateSymmetry.norm_commutator_propagator_le
#print axioms ApproximateSymmetry.conserved_iff
#print axioms ApproximateSymmetry.perturbed_drift
```

```
'ApproximateSymmetry.norm_commutator_propagator_le' depends on axioms: [propext, Classical.choice, Quot.sound]
'ApproximateSymmetry.conserved_iff' depends on axioms: [propext, Classical.choice, Quot.sound]
'ApproximateSymmetry.perturbed_drift' depends on axioms: [propext, Classical.choice, Quot.sound]
```

**Q:** So for my chain the tolerance check needs one commutator norm and no time evolution.

**A:** Yes, with the operator norm of the commutator; any upper bound on it, such as the Frobenius norm, gives a valid but possibly more conservative check. The bound then controls expectation values too: in any normalised state, $\langle B\rangle$ changes by no more than $\|B(t)-B\|$.
